# A double-exchange bond with $K>0$ matches no Heisenberg energy at three distinct angles in $[0,\pi]$

## Can one exchange constant describe the bond?

I define the local exchange of a bond as minus the slope of its energy in $c=\cos\theta$, the scalar product of the two spin directions, and not in the angle $\theta$ itself. For a Heisenberg bond, $E_0-J\cos\theta$, this returns $J$ at every angle. For a double-exchange bond, $E(c)=-K\sqrt{(1+c)/2}$ with $K>0$, I get $K/(4\cos(\theta/2))$, which grows with $\theta$ and diverges at $\pi$. I conclude that no single Heisenberg constant describes the bond. Can this be made rigorous and machine-checked, including a precise meaning for "no single constant"?

## Two angles fix the constant, and a third contradicts it

Yes. Differentiating in $c$ makes the local exchange directly comparable with $J$, and "no single constant" can mean that no choice of $E_0$ and $J$ matches the energy at three different angles.

The constant $K$ is the energy gained by electron hopping when the spins are parallel. Strong Hund coupling ties the electron's spin to the local spins, which multiplies the hopping amplitude by $\cos(\theta/2)$. This energy law is assumed here, not derived from an electronic Hamiltonian.

**The slope.** For $0\le\theta\le\pi$, $\cos(\theta/2)\ge 0$ and $\cos^2(\theta/2)=(1+\cos\theta)/2$, so $E(\cos\theta)=-K\cos(\theta/2)$. For $c>-1$ the chain rule gives
$$\frac{dE}{dc}=-K\,\frac{1/2}{2\sqrt{(1+c)/2}}=-\frac{K}{4\sqrt{(1+c)/2}}.$$
At $c=\cos\theta$ with $0\le\theta<\pi$, the local exchange is therefore $K/(4\cos(\theta/2))$. On this range $\cos(\theta/2)$ is positive and strictly decreasing, and it tends to $0$ as $\theta\to\pi$ from below. For $K>0$ the local exchange thus increases strictly and tends to $+\infty$.

**Two angles.** Take $0\le a<b\le\pi$ and write $x=\cos(a/2)$, $y=\cos(b/2)$, so $x>y\ge0$. Since $\cos a-\cos b=2(x^2-y^2)$, matching the energy differences means
$$-K(x-y)=-2J(x-y)(x+y).$$
Dividing by $x-y\neq0$ gives $J=K/(2(x+y))$. For $a=0$, $b=\pi$ this is $K/2$, twice the local exchange $K/4$ of the parallel state.

**Three angles.** Let $c$ now denote a third angle, $b<c\le\pi$, and put $z=\cos(c/2)$, so $y>z\ge0$. The pairs $(a,b)$ and $(b,c)$ require $J=K/(2(x+y))$ and $J=K/(2(y+z))$. Because $x+y>y+z>0$ and $K>0$, the first value is smaller than the second, a contradiction.

For electronic-structure practice, this single bond with classical spins shows that an exchange constant from a parallel–antiparallel energy difference can differ from one obtained by small rotations about the parallel state.

## What the Lean statements say

`energy K c` is $E(c)$, and `localExchange K θ` is minus Mathlib's actual derivative `deriv` at `Real.cos θ`. At $\theta=0$ this two-sided derivative also uses the square-root formula slightly above $c=1$, where it is smooth but describes no pair of spins.

`Set.Ico 0 π` is $[0,\pi)$, and `𝓝[<] π` means approach to $\pi$ from below. `two_angle_fit` holds for every real $K$ and is an equivalence: the stated $J$ reproduces the energy difference, and no other does. `no_heisenberg_constant` takes `0 < K` and three ordered angles, and excludes every pair `E₀`, `J`. The namespace `DoubleExchangeForceTheorem` is only a label: the magnetic force theorem of density-functional theory is neither used nor proved here.

```lean
import Mathlib

open Real Filter Topology

namespace DoubleExchangeForceTheorem

noncomputable section

/-- Double-exchange energy of a bond as a function of the scalar product `c = cos θ` of the
two spin directions, for `-1 ≤ c ≤ 1`. -/
def energy (K c : ℝ) : ℝ := -K * Real.sqrt ((1 + c) / 2)

/-- Local exchange at the angle `θ`: minus the derivative of the bond energy with respect to
the scalar product of the spin directions, for `0 ≤ θ < π`. -/
def localExchange (K θ : ℝ) : ℝ := -deriv (energy K) (Real.cos θ)

/-- At an angle `θ` between the spins the bond energy is `-K cos (θ/2)`. -/
theorem energy_cos (K : ℝ) {θ : ℝ} (h0 : 0 ≤ θ) (h1 : θ ≤ π) :
    energy K (Real.cos θ) = -K * Real.cos (θ / 2) := by
  rw [energy, Real.cos_half (by linarith [Real.pi_pos]) h1]

/-- The bond energy is differentiable in the scalar product `c` of the spin directions
whenever `c > -1`, with the stated slope. -/
theorem hasDerivAt_energy (K : ℝ) {c : ℝ} (hc : -1 < c) :
    HasDerivAt (energy K) (-(K / (4 * Real.sqrt ((1 + c) / 2)))) c := by
  have hpos : 0 < (1 + c) / 2 := by linarith
  have h1 : HasDerivAt (fun x : ℝ => (1 + x) / 2) (1 / 2) c :=
    ((hasDerivAt_id' c).const_add 1).div_const 2
  have h2 : HasDerivAt (energy K) (-K * (1 / 2 / (2 * Real.sqrt ((1 + c) / 2)))) c :=
    (h1.sqrt hpos.ne').const_mul (-K)
  exact h2.congr_deriv (by ring)

/-- The local exchange of the double-exchange bond is `K / (4 cos (θ/2))`. -/
theorem localExchange_eq (K : ℝ) {θ : ℝ} (h0 : 0 ≤ θ) (h1 : θ < π) :
    localExchange K θ = K / (4 * Real.cos (θ / 2)) := by
  have hc : -1 < Real.cos θ := by
    have h := Real.cos_lt_cos_of_nonneg_of_le_pi h0 le_rfl h1
    rwa [Real.cos_pi] at h
  rw [localExchange, (hasDerivAt_energy K hc).deriv, neg_neg,
    Real.cos_half (by linarith [Real.pi_pos]) h1.le]

/-- The hopping factor `cos (θ/2)` decreases strictly as the spins are turned apart. -/
theorem cos_half_lt {a b : ℝ} (ha : 0 ≤ a) (hab : a < b) (hb : b ≤ π) :
    Real.cos (b / 2) < Real.cos (a / 2) :=
  Real.cos_lt_cos_of_nonneg_of_le_pi (by linarith) (by linarith [Real.pi_pos]) (by linarith)

/-- For `K > 0` the local exchange grows strictly with the angle between the spins. -/
theorem localExchange_strictMonoOn {K : ℝ} (hK : 0 < K) :
    StrictMonoOn (localExchange K) (Set.Ico 0 π) := by
  intro a ha b hb hab
  rw [localExchange_eq K ha.1 ha.2, localExchange_eq K hb.1 hb.2]
  have hlt := cos_half_lt ha.1 hab hb.2.le
  have hpos : 0 < Real.cos (b / 2) :=
    Real.cos_pos_of_mem_Ioo ⟨by linarith [hb.1, Real.pi_pos], by linarith [hb.2]⟩
  exact div_lt_div_of_pos_left hK (by linarith) (by linarith)

/-- For `K > 0` the local exchange diverges to `+∞` as the spins approach the antiparallel
arrangement. -/
theorem localExchange_tendsto_atTop {K : ℝ} (hK : 0 < K) :
    Tendsto (localExchange K) (𝓝[<] π) atTop := by
  have hcont : Continuous (fun θ : ℝ => 4 * Real.cos (θ / 2)) := by fun_prop
  have e : 4 * Real.cos (π / 2) = 0 := by rw [Real.cos_pi_div_two, mul_zero]
  have hlim : Tendsto (fun θ : ℝ => 4 * Real.cos (θ / 2)) (𝓝 π) (𝓝 0) := by
    rw [← e]
    exact hcont.tendsto π
  -- the denominator tends to zero through positive values
  have hden : Tendsto (fun θ : ℝ => 4 * Real.cos (θ / 2)) (𝓝[<] π) (𝓝[>] 0) := by
    refine tendsto_nhdsWithin_iff.2 ⟨hlim.mono_left nhdsWithin_le_nhds, ?_⟩
    filter_upwards [Ioo_mem_nhdsLT Real.pi_pos] with θ hθ
    have hpos : 0 < Real.cos (θ / 2) :=
      Real.cos_pos_of_mem_Ioo ⟨by linarith [hθ.1, Real.pi_pos], by linarith [hθ.2]⟩
    exact Set.mem_Ioi.2 (by linarith)
  refine Tendsto.congr' ?_ ((tendsto_inv_nhdsGT_zero.comp hden).const_mul_atTop hK)
  filter_upwards [Ioo_mem_nhdsLT Real.pi_pos] with θ hθ
  have h : localExchange K θ = K * (4 * Real.cos (θ / 2))⁻¹ := by
    rw [localExchange_eq K hθ.1.le hθ.2, div_eq_mul_inv]
  exact h.symm

/-- For `0 ≤ a < b ≤ π`, a Heisenberg constant `J` reproduces the double-exchange energy difference
between the angles `a` and `b` exactly when `J = K / (2 (cos (a/2) + cos (b/2)))`. -/
theorem two_angle_fit (K J : ℝ) {a b : ℝ} (ha : 0 ≤ a) (hab : a < b) (hb : b ≤ π) :
    energy K (Real.cos a) - energy K (Real.cos b) = -J * (Real.cos a - Real.cos b) ↔
      J = K / (2 * (Real.cos (a / 2) + Real.cos (b / 2))) := by
  have hlt := cos_half_lt ha hab hb
  have hnn : 0 ≤ Real.cos (b / 2) :=
    Real.cos_nonneg_of_mem_Icc ⟨by linarith [Real.pi_pos], by linarith⟩
  have hne : 2 * (Real.cos (a / 2) + Real.cos (b / 2)) ≠ 0 := by
    apply ne_of_gt
    linarith
  have hdiff : Real.cos (a / 2) - Real.cos (b / 2) ≠ 0 := sub_ne_zero.2 hlt.ne'
  have hcos : ∀ x : ℝ, Real.cos x = 2 * Real.cos (x / 2) ^ 2 - 1 := by
    intro x
    rw [← Real.cos_two_mul]
    congr 1
    ring
  rw [energy_cos K ha (by linarith), energy_cos K (by linarith) hb, hcos a, hcos b,
    eq_div_iff hne]
  constructor
  · intro h
    -- divide by the difference of the two hopping factors
    apply mul_left_cancel₀ hdiff
    linear_combination h
  · intro h
    linear_combination (Real.cos (a / 2) - Real.cos (b / 2)) * h

/-- The Heisenberg constant fitted to the energy difference between parallel and antiparallel
spins is twice the local exchange of the parallel arrangement. -/
theorem parallel_antiparallel_fit (K J : ℝ) :
    energy K (Real.cos 0) - energy K (Real.cos π) = -J * (Real.cos 0 - Real.cos π) ↔
      J = 2 * localExchange K 0 := by
  have e : K / (2 * (Real.cos (0 / 2) + Real.cos (π / 2))) =
      2 * (K / (4 * Real.cos (0 / 2))) := by
    rw [zero_div, Real.cos_zero, Real.cos_pi_div_two]
    ring
  rw [two_angle_fit K J le_rfl Real.pi_pos le_rfl, localExchange_eq K le_rfl Real.pi_pos, e]

/-- For `K > 0` no Heisenberg energy `E₀ - J cos θ` agrees with the double-exchange energy at
three different angles between `0` and `π`. -/
theorem no_heisenberg_constant {K : ℝ} (hK : 0 < K) (E₀ J : ℝ) {a b c : ℝ}
    (ha : 0 ≤ a) (hab : a < b) (hbc : b < c) (hc : c ≤ π) :
    ¬ (energy K (Real.cos a) = E₀ - J * Real.cos a ∧
       energy K (Real.cos b) = E₀ - J * Real.cos b ∧
       energy K (Real.cos c) = E₀ - J * Real.cos c) := by
  rintro ⟨ea, eb, ec⟩
  -- each neighbouring pair of angles fixes the constant
  have h1 := (two_angle_fit K J ha hab (by linarith)).1 (by linear_combination ea - eb)
  have h2 := (two_angle_fit K J (by linarith) hbc hc).1 (by linear_combination eb - ec)
  have l1 := cos_half_lt ha hab (by linarith)
  have l2 := cos_half_lt (by linarith) hbc hc
  have hnn : 0 ≤ Real.cos (c / 2) :=
    Real.cos_nonneg_of_mem_Icc ⟨by linarith [Real.pi_pos], by linarith⟩
  -- the two values differ
  have hlt : K / (2 * (Real.cos (a / 2) + Real.cos (b / 2))) <
      K / (2 * (Real.cos (b / 2) + Real.cos (c / 2))) :=
    div_lt_div_of_pos_left hK (by linarith) (by linarith)
  linarith

end

end DoubleExchangeForceTheorem
```

```lean
#print axioms DoubleExchangeForceTheorem.localExchange_strictMonoOn
#print axioms DoubleExchangeForceTheorem.localExchange_tendsto_atTop
#print axioms DoubleExchangeForceTheorem.parallel_antiparallel_fit
#print axioms DoubleExchangeForceTheorem.no_heisenberg_constant
```

```
'DoubleExchangeForceTheorem.localExchange_strictMonoOn' depends on axioms: [propext, Classical.choice, Quot.sound]
'DoubleExchangeForceTheorem.localExchange_tendsto_atTop' depends on axioms: [propext, Classical.choice, Quot.sound]
'DoubleExchangeForceTheorem.parallel_antiparallel_fit' depends on axioms: [propext, Classical.choice, Quot.sound]
'DoubleExchangeForceTheorem.no_heisenberg_constant' depends on axioms: [propext, Classical.choice, Quot.sound]
```

## How the proof follows the calculation

`energy_cos` is the half-angle formula. `hasDerivAt_energy` proves that the derivative exists and computes it by the chain rule; `localExchange_eq` evaluates it after checking $\cos\theta>-1$.

`cos_half_lt` supplies the decrease of $\cos(\theta/2)$, from which `localExchange_strictMonoOn` follows by comparing denominators. For the divergence, `hden` shows that $4\cos(\theta/2)$ tends to zero through positive values, so its inverse tends to $+\infty$, as does $K$ times that inverse.

In `two_angle_fit`, `hcos` rewrites both cosines in half-angles, and `mul_left_cancel₀ hdiff` is the division by $x-y$. The converse multiplies by the same factor. `parallel_antiparallel_fit` inserts the angles $0$ and $\pi$.

Finally, `no_heisenberg_constant` subtracts neighbouring energy equations to eliminate $E_0$, applies the two-angle result to each pair, and uses `div_lt_div_of_pos_left` to show that the two required constants differ.
